# An integrable derivative with respect to volume integrates to zero over all positive volumes if its primitive vanishes at both ends

Let a real quantity F depend on a volume V, with derivative F′(V) at every V > 0. The lemma says that the integral of F′ over (0, ∞) is zero, provided F′ is integrable there and F tends to 0 both as V falls to zero and as V grows without bound. No particular physical system is assumed, and nothing is asked of the value of F at V = 0 itself. The proof therefore replaces that value by 0, checks that the altered function is continuous from the right at 0 and keeps its derivative and its limit at infinity, and then applies the fundamental theorem of calculus on the half-line.

The failing Lean file:

```lean
import Mathlib

open MeasureTheory Set Filter Topology

namespace IntegralTotalDerivative

noncomputable section

/-- An integrable derivative integrates to zero over all volumes `V > 0` if its primitive
vanishes at both ends. -/
theorem integral_total_derivative {F F' : ℝ → ℝ}
    (hF : ∀ V > 0, HasDerivAt F (F' V) V) (hint : IntegrableOn F' (Ioi 0))
    (h0 : Tendsto F (𝓝[>] 0) (𝓝 0)) (hinf : Tendsto F atTop (𝓝 0)) :
    ∫ V in Ioi (0 : ℝ), F' V = 0 := by
  -- give the primitive its limiting value at zero volume
  have hc : ContinuousWithinAt (Function.update F 0 0) (Ici 0) 0 := by
    rw [continuousWithinAt_update_same, Ici_diff_left]
    exact h0
  have hd : ∀ V ∈ Ioi (0 : ℝ), HasDerivAt (Function.update F 0 0) (F' V) V := by
    intro V hV
    refine (hF V hV).congr_of_eventuallyEq ?_
    filter_upwards [Ioi_mem_nhds (mem_Ioi.mp hV)] with x hx
    exact Function.update_of_ne (mem_Ioi.mp hx).ne' _ _
  have hi : Tendsto (Function.update F 0 0) atTop (𝓝 0) := by
    refine hinf.congr' ?_
    filter_upwards [eventually_gt_atTop (0 : ℝ)] with x hx
    exact (Function.update_of_ne hx.ne' _ _).symm
  rw [integral_Ioi_of_hasDerivAt_of_tendsto hc hd hint hi]
  simp

end

end IntegralTotalDerivative
```

Lean reports:

```
Main.lean:17:40: error(lean.unknownIdentifier): Unknown identifier `Ici_diff_left`
```

What went wrong. The message means that Lean found no declaration called `Ici_diff_left`, even with the namespace `Set` open. The name was meant to supply a small fact about sets in the proof of `hc`, the continuity at zero volume.

There, `continuousWithinAt_update_same` turns continuity of the altered function into a limit of `F` at 0 within `Ici 0 \ {0}`, the half-line from 0 with 0 itself removed. The hypothesis `h0` gives the limit within `Ioi 0`, which is what `𝓝[>] 0` stands for. The two sets are equal, and the second rewrite was to replace one by the other, but it had no lemma to use.

The repair proves the equality on the spot as `hset`: a real number is at least 0 and different from 0 exactly when it is greater than 0. Rewriting with `hset` in place of the missing name brings the goal to the form of `h0`, and `exact h0` closes it.

The change, after which it compiles:

```diff
@@ -14,6 +14,13 @@
     ∫ V in Ioi (0 : ℝ), F' V = 0 := by
   -- give the primitive its limiting value at zero volume
+  have hset : Ici (0 : ℝ) \ {0} = Ioi 0 := by
+    ext x
+    constructor
+    · rintro ⟨h1, h2⟩
+      exact mem_Ioi.mpr (lt_of_le_of_ne (mem_Ici.mp h1) (fun h => h2 h.symm))
+    · intro h
+      exact ⟨(mem_Ioi.mp h).le, (mem_Ioi.mp h).ne'⟩
   have hc : ContinuousWithinAt (Function.update F 0 0) (Ici 0) 0 := by
-    rw [continuousWithinAt_update_same, Ici_diff_left]
+    rw [continuousWithinAt_update_same, hset]
     exact h0
   have hd : ∀ V ∈ Ioi (0 : ℝ), HasDerivAt (Function.update F 0 0) (F' V) V := by
```
